# Inward force on the end bonds of a second-moment chain with decaying hopping and balanced interior bonds

Suppose I cut a long, evenly spaced row of metal atoms and keep one piece with its spacing unchanged. The atom at the new end has lost one of its two neighbours. If the energy were a sum of nearest-neighbour pair terms at their minimum, it would feel no force at all. In a second-moment model the band energy that binds an atom is, up to its sign, the square root of a sum over its bonds, so the loss of a neighbour also changes what the remaining bond is worth. The band term of the end atom is now smaller in total. Shouldn't it then sit further out, or does the square root pull it in?

## The remaining bond pulls harder

The initial force is inward, provided that the hopping decreases with distance and the spacing is one at which interior bonds are stationary. The end atom has a smaller band term in total, but its one remaining bond no longer shares the square root with a second one, and its pull is stronger for that reason.

Number the atoms $0,\dots,N$ and the bonds $0,\dots,N-1$, so that bond $b$, of length $r_b$, joins atoms $b$ and $b+1$. Let $v(r)$ be the pair repulsion and $h(r)$ the magnitude of the hopping, with any constant prefactor of the band energy absorbed in it. The energy is

$$E=\sum_b v(r_b)-\sum_{i=0}^{N}\sqrt{\rho_i},\qquad \rho_i=\sum_{b\ \text{at}\ i}h(r_b)^2 .$$

A change of $r_b$ alters only $\rho_b$ and $\rho_{b+1}$, each with derivative $2h(r_b)h'(r_b)$. The chain rule for the square root gives

$$\frac{\partial E}{\partial r_b}=v'(r_b)-h(r_b)\,h'(r_b)\left(\frac1{\sqrt{\rho_b}}+\frac1{\sqrt{\rho_{b+1}}}\right).$$

Now set all lengths to $a$, with $h(a)>0$ and $N\ge 2$. An end atom has one bond, so $\sqrt{\rho}=h(a)$. Every other atom has two, so $\sqrt{\rho}=\sqrt2\,h(a)$.

For an interior bond, which exists from four atoms on, both atoms have two bonds:

$$\frac{\partial E}{\partial r_b}=v'(a)-\frac{2}{\sqrt2}h'(a)=v'(a)-\sqrt2\,h'(a).$$

It vanishes exactly when $v'(a)=\sqrt2\,h'(a)$. This balance condition says that repulsion and band attraction cancel in the bulk of the chain.

For an end bond, one atom has a single bond and the other has two:

$$\frac{\partial E}{\partial r_b}=v'(a)-\left(1+\frac1{\sqrt2}\right)h'(a).$$

Inserting the balance condition, and using $\sqrt2-1/\sqrt2=1/\sqrt2$, leaves

$$\frac{\partial E}{\partial r_b}=\left(\frac1{\sqrt2}-1\right)h'(a)>0,$$

because both factors are negative when $h'(a)<0$. In units of $|h'(a)|$, the repulsion pushes with about 1.41 while the band term pulls with about 1.71. A positive derivative means that a slight shortening lowers the energy.

The balance condition matters. Take $h(r)=e^{-r}$ and $v(r)=2e^{-r}$, so that $v'(a)=2h'(a)$ at every $a$. The hopping is positive and decaying and the pair term is repulsive, yet the end-bond derivative is $(1-1/\sqrt2)\,h'(a)<0$, and the end atom is pushed outward. Repulsion with $v'(a)<0$ is therefore not enough in place of the balance.

## The chain as Lean sees it

A geometry is a function `r : Fin N → ℝ` that gives the $N$ bond lengths. `siteDensity h r i` is $\rho_i$; despite its name it is not an electron density but the summed squared hopping, which is proportional to the second moment of the local density of states when on-site energies are zero. `energy v h r` is $E$, with each bond counted once in the pair sum.

`Function.update (fun _ => a) b x` is the uniform chain in which bond `b` alone has length `x`. For an end bond this amounts to moving the end atom. The symbols `v'` and `h'` are real numbers, tied to the functions by `HasDerivAt v v' a` and `HasDerivAt h h' a`; differentiability is required only at that one length.

The main theorem, `inward_relaxation`, says: if `2 ≤ N`, if `b` is the first or the last bond, and if `0 < h a`, `h' < 0` and `v' = √2 * h'`, then the derivative of the energy in that bond length at `a` is positive. Three atoms are enough. A three-atom chain has no interior bond, so there the balance condition refers to the longer chain from which the piece was cut. `interior_stationary_iff` identifies the condition with the stationarity of an interior bond, and `shortening_lowers_energy` turns the derivative into an energy decrease for all sufficiently small shortenings of one end bond, with the other lengths fixed.

`exponential_inward_relaxation` treats the common exponential form, $v(r)=A\,e^{-p(r/a-1)}$ and $h(r)=\xi\,e^{-q(r/a-1)}$. Here $v'(a)=-Ap/a$ and $h'(a)=-\xi q/a$, so the balance reads $Ap=\sqrt2\,\xi q$. The reference length $a$ is here also the spacing of the chain, so parameters tabulated for another reference length must first be rewritten for this spacing. If the table sums the repulsion over both orderings of each pair, the pair prefactor must also be doubled.

The balance is a stationarity condition, not a stability condition, and the theorems give the direction of the first step, not the relaxed geometry. For simulations of metals with second-moment potentials, the result gives the sign of the end force in an evenly spaced chain at the balanced spacing, with nearest-neighbour interactions only. The step from there to a real surface, where atoms have many neighbours in several shells, needs a separate argument.

```lean
import Mathlib

open Real

namespace SecondMomentChain

noncomputable section

/-- Sum of the squared hopping `h(r)^2` over the bonds of atom `i` in an open chain;
bond `b` joins atoms `b` and `b + 1`. -/
def siteDensity {N : ℕ} (h : ℝ → ℝ) (r : Fin N → ℝ) (i : ℕ) : ℝ :=
  ∑ b : Fin N, if i = (b : ℕ) ∨ i = (b : ℕ) + 1 then h (r b) ^ 2 else 0

/-- Second-moment energy of an open chain with `N` bonds and `N + 1` atoms: pair terms
minus the square root of the summed squared hopping at each atom. -/
def energy {N : ℕ} (v h : ℝ → ℝ) (r : Fin N → ℝ) : ℝ :=
  (∑ b, v (r b)) - ∑ i ∈ Finset.range (N + 1), √(siteDensity h r i)

/-- Changing the length of one bond changes the summed squared hopping only at the two
atoms which it joins. -/
theorem siteDensity_update {N : ℕ} (h : ℝ → ℝ) (r : Fin N → ℝ) (b : Fin N) (x : ℝ) (i : ℕ) :
    siteDensity h (Function.update r b x) i = siteDensity h r i +
      if i = (b : ℕ) ∨ i = (b : ℕ) + 1 then h x ^ 2 - h (r b) ^ 2 else 0 := by
  rw [← sub_eq_iff_eq_add']
  unfold siteDensity
  rw [← Finset.sum_sub_distrib, Finset.sum_eq_single b]
  · split_ifs <;> simp
  · intro c _ hc
    simp [Function.update_of_ne hc]
  · simp

/-- Energy derivative in one bond length of an arbitrary open chain, for differentiable
`v` and `h` at that length and positive hopping on that bond. -/
theorem hasDerivAt_energy {N : ℕ} {v h : ℝ → ℝ} {v' h' : ℝ} (r : Fin N → ℝ) (b : Fin N)
    (hpos : 0 < h (r b)) (hv : HasDerivAt v v' (r b)) (hh : HasDerivAt h h' (r b)) :
    HasDerivAt (fun x => energy v h (Function.update r b x))
      (v' - h (r b) * h' *
        (1 / √(siteDensity h r b) + 1 / √(siteDensity h r (b + 1)))) (r b) := by
  have hbN := b.isLt
  -- the embedding term of each atom
  have hsite : ∀ i ∈ Finset.range (N + 1),
      HasDerivAt (fun x => √(siteDensity h (Function.update r b x) i))
        (if i = (b : ℕ) ∨ i = (b : ℕ) + 1 then h (r b) * h' / √(siteDensity h r i) else 0)
        (r b) := by
    intro i _
    simp only [siteDensity_update]
    by_cases hi : i = (b : ℕ) ∨ i = (b : ℕ) + 1
    · simp only [if_pos hi]
      have hρ : 0 < siteDensity h r i := by
        unfold siteDensity
        refine Finset.sum_pos' (fun c _ => by split_ifs <;> positivity)
          ⟨b, Finset.mem_univ b, ?_⟩
        rw [if_pos hi]
        exact pow_pos hpos 2
      have h1 : HasDerivAt (fun x => siteDensity h r i + (h x ^ 2 - h (r b) ^ 2))
          (2 * h (r b) * h') (r b) := by
        have h2 := ((hh.fun_pow 2).sub_const (h (r b) ^ 2)).const_add (siteDensity h r i)
        exact h2.congr_deriv (by norm_num)
      refine (h1.sqrt (by simpa using hρ.ne')).congr_deriv ?_
      simp only [sub_self, add_zero]
      rw [mul_assoc, mul_div_mul_left _ _ two_ne_zero]
    · simp only [if_neg hi]
      exact hasDerivAt_const _ _
  have hsum := HasDerivAt.fun_sum hsite
  -- only the two atoms of the bond contribute
  have hfilter : (Finset.range (N + 1)).filter (fun i => i = (b : ℕ) ∨ i = (b : ℕ) + 1)
      = {(b : ℕ), (b : ℕ) + 1} := by
    ext i
    simp only [Finset.mem_filter, Finset.mem_range, Finset.mem_insert, Finset.mem_singleton]
    omega
  rw [← Finset.sum_filter, hfilter,
    Finset.sum_pair (show (b : ℕ) ≠ (b : ℕ) + 1 by omega)] at hsum
  -- the pair term
  have hupd : ∀ x, ∑ c, v (Function.update r b x c) = (∑ c, v (r c)) + (v x - v (r b)) := by
    intro x
    rw [← sub_eq_iff_eq_add', ← Finset.sum_sub_distrib, Finset.sum_eq_single b]
    · simp
    · intro c _ hc
      simp [Function.update_of_ne hc]
    · simp
  have hpair : HasDerivAt (fun x => ∑ c, v (Function.update r b x c)) v' (r b) := by
    simp only [hupd]
    exact (hv.sub_const _).const_add _
  simp only [energy]
  refine (hpair.fun_sub hsum).congr_deriv ?_
  ring

/-- In a uniform chain the summed squared hopping at an atom is its number of bonds
times `h(a)^2`. -/
theorem siteDensity_uniform (h : ℝ → ℝ) (a : ℝ) (N i : ℕ) :
    siteDensity h (fun _ : Fin N => a) i =
      (((Finset.range N).filter (fun b => i = b ∨ i = b + 1)).card : ℝ) * h a ^ 2 := by
  calc siteDensity h (fun _ : Fin N => a) i
      = ∑ b ∈ Finset.range N, (if i = b ∨ i = b + 1 then h a ^ 2 else 0) :=
        Fin.sum_univ_eq_sum_range (fun b => if i = b ∨ i = b + 1 then h a ^ 2 else 0) N
    _ = _ := by rw [← Finset.sum_filter, Finset.sum_const, nsmul_eq_mul]

private theorem sqrt_end {h : ℝ → ℝ} {a : ℝ} {N i : ℕ} (hpos : 0 < h a) (hN : 0 < N)
    (hi : i = 0 ∨ i = N) : √(siteDensity h (fun _ : Fin N => a) i) = h a := by
  have hf : (Finset.range N).filter (fun b => i = b ∨ i = b + 1) = {i - 1} := by
    ext b
    simp only [Finset.mem_filter, Finset.mem_range, Finset.mem_singleton]
    omega
  rw [siteDensity_uniform, hf, Finset.card_singleton, Nat.cast_one, one_mul,
    Real.sqrt_sq hpos.le]

private theorem sqrt_interior {h : ℝ → ℝ} {a : ℝ} {N i : ℕ} (hpos : 0 < h a) (h0 : 0 < i)
    (hi : i < N) : √(siteDensity h (fun _ : Fin N => a) i) = √2 * h a := by
  have hf : (Finset.range N).filter (fun b => i = b ∨ i = b + 1) = {i - 1, i} := by
    ext b
    simp only [Finset.mem_filter, Finset.mem_range, Finset.mem_insert, Finset.mem_singleton]
    omega
  rw [siteDensity_uniform, hf, Finset.card_pair (show i - 1 ≠ i by omega), Nat.cast_ofNat,
    Real.sqrt_mul (show (0 : ℝ) ≤ 2 by norm_num), Real.sqrt_sq hpos.le]

private theorem one_div_sqrt_two : 1 / √2 = √2 / 2 := by
  have hs : √2 * √2 = 2 := Real.mul_self_sqrt (by norm_num)
  rw [div_eq_div_iff (by positivity) (by positivity)]
  linear_combination -hs

/-- An interior bond of a uniform chain with positive hopping is stationary exactly when
`v'(a) = √2 h'(a)`. -/
theorem interior_stationary_iff {N : ℕ} {v h : ℝ → ℝ} {a v' h' : ℝ} (b : Fin N)
    (hb : 0 < (b : ℕ)) (hbN : (b : ℕ) + 1 < N) (hpos : 0 < h a)
    (hv : HasDerivAt v v' a) (hh : HasDerivAt h h' a) :
    deriv (fun x => energy v h (Function.update (fun _ => a) b x)) a = 0 ↔
      v' = √2 * h' := by
  have key := (hasDerivAt_energy (fun _ => a) b hpos hv hh).deriv
  rw [sqrt_interior hpos hb (by omega), sqrt_interior hpos (by omega) hbN] at key
  have e : h a * h' * (1 / (√2 * h a) + 1 / (√2 * h a)) = 2 * (1 / √2) * h' := by
    have hne := hpos.ne'
    field_simp
    ring
  rw [key, e, one_div_sqrt_two, sub_eq_zero, mul_div_cancel₀ _ (two_ne_zero)]

/-- Inward relaxation: in a uniform open chain of at least three atoms with `h(a) > 0`,
`h'(a) < 0` and `v'(a) = √2 h'(a)`, the energy derivative in either end bond length is
positive. -/
theorem inward_relaxation {N : ℕ} {v h : ℝ → ℝ} {a v' h' : ℝ} (hN : 2 ≤ N) (b : Fin N)
    (hb : (b : ℕ) = 0 ∨ (b : ℕ) + 1 = N) (hpos : 0 < h a)
    (hv : HasDerivAt v v' a) (hh : HasDerivAt h h' a) (hneg : h' < 0)
    (hbal : v' = √2 * h') :
    0 < deriv (fun x => energy v h (Function.update (fun _ => a) b x)) a := by
  have key := (hasDerivAt_energy (fun _ => a) b hpos hv hh).deriv
  -- one atom of the bond has a single neighbour, the other has two
  have e : h a * h' * (1 / √(siteDensity h (fun _ : Fin N => a) b) +
      1 / √(siteDensity h (fun _ : Fin N => a) (b + 1))) = (1 + 1 / √2) * h' := by
    have hne := hpos.ne'
    rcases hb with hb | hb
    · rw [sqrt_end hpos (by omega) (Or.inl hb), sqrt_interior hpos (by omega) (by omega)]
      field_simp
    · rw [sqrt_interior hpos (by omega) (by omega), sqrt_end hpos (by omega) (Or.inr hb)]
      field_simp
      ring
  rw [key, e, hbal, one_div_sqrt_two]
  have hs : √2 * √2 = 2 := Real.mul_self_sqrt (by norm_num)
  have h2 : √2 / 2 - 1 < 0 := by nlinarith [Real.sqrt_nonneg 2]
  have h3 := mul_pos_of_neg_of_neg hneg h2
  linarith

/-- In a uniform open chain of at least three atoms with `h(a) > 0`, `h'(a) < 0` and
`v'(a) = √2 h'(a)`, every sufficiently small shortening of one end bond, with the other bond lengths
fixed, lowers the energy of the chain. -/
theorem shortening_lowers_energy {N : ℕ} {v h : ℝ → ℝ} {a v' h' : ℝ} (hN : 2 ≤ N)
    (b : Fin N) (hb : (b : ℕ) = 0 ∨ (b : ℕ) + 1 = N) (hpos : 0 < h a)
    (hv : HasDerivAt v v' a) (hh : HasDerivAt h h' a) (hneg : h' < 0)
    (hbal : v' = √2 * h') :
    ∃ δ > 0, ∀ x, a - δ < x → x < a →
      energy v h (Function.update (fun _ => a) b x) < energy v h (fun _ : Fin N => a) := by
  have hD := inward_relaxation hN b hb hpos hv hh hneg hbal
  have hd := (differentiableAt_of_deriv_ne_zero hD.ne').hasDerivAt
  -- difference quotients near `a` inherit the sign of the derivative
  have hev := (hasDerivAt_iff_tendsto_slope.mp hd).eventually (eventually_gt_nhds hD)
  rw [eventually_nhdsWithin_iff, Metric.eventually_nhds_iff] at hev
  obtain ⟨δ, hδ, H⟩ := hev
  refine ⟨δ, hδ, fun x hx hxa => ?_⟩
  have hs := H (by rw [Real.dist_eq, abs_lt]; constructor <;> linarith) hxa.ne
  have hu : Function.update (fun _ : Fin N => a) b a = fun _ => a :=
    Function.update_eq_self b (fun _ : Fin N => a)
  rw [slope_def_field, hu] at hs
  have hm := mul_neg_of_pos_of_neg hs (sub_neg.mpr hxa)
  rw [div_mul_cancel₀ _ (sub_ne_zero.mpr hxa.ne)] at hm
  linarith

/-- Exponential distance dependence `C exp(-k (x/a - 1))` with reference length `a ≠ 0`. -/
def expTerm (C k a x : ℝ) : ℝ := C * Real.exp (-k * (x / a - 1))

/-- For exponential pair repulsion and hopping with `a, ξ, q > 0` and `A p = √2 ξ q`, the
energy derivative in either end bond length of a uniform chain of at least three atoms at
spacing `a` is positive. -/
theorem exponential_inward_relaxation {N : ℕ} {A p ξ q a : ℝ} (hN : 2 ≤ N) (b : Fin N)
    (hb : (b : ℕ) = 0 ∨ (b : ℕ) + 1 = N) (ha : 0 < a) (hξ : 0 < ξ) (hq : 0 < q)
    (hA : A * p = √2 * (ξ * q)) :
    0 < deriv (fun x => energy (expTerm A p a) (expTerm ξ q a)
      (Function.update (fun _ => a) b x)) a := by
  have hder : ∀ C k : ℝ, HasDerivAt (expTerm C k a) (-(C * k / a)) a := by
    intro C k
    have h1 : HasDerivAt (fun x : ℝ => -k * (x / a - 1)) (-k * (1 / a)) a :=
      (((hasDerivAt_id' a).div_const a).sub_const 1).const_mul (-k)
    refine (h1.exp.const_mul C).congr_deriv ?_
    simp only [div_self ha.ne', sub_self, mul_zero, Real.exp_zero]
    ring
  have hpos : 0 < expTerm ξ q a a := by
    unfold expTerm
    positivity
  have hslope : 0 < ξ * q / a := by positivity
  exact inward_relaxation hN b hb hpos (hder A p) (hder ξ q) (by linarith)
    (by rw [hA]; ring)

end

end SecondMomentChain
```

```lean
#print axioms SecondMomentChain.interior_stationary_iff
-- 'SecondMomentChain.interior_stationary_iff' depends on axioms: [propext, Classical.choice, Quot.sound]
#print axioms SecondMomentChain.shortening_lowers_energy
-- 'SecondMomentChain.shortening_lowers_energy' depends on axioms: [propext, Classical.choice, Quot.sound]
#print axioms SecondMomentChain.exponential_inward_relaxation
-- 'SecondMomentChain.exponential_inward_relaxation' depends on axioms: [propext, Classical.choice, Quot.sound]
```

## From one bond to the sign of the force

`siteDensity_update` is the statement that one bond affects two atoms. It subtracts the old sum from the new one, and `Finset.sum_eq_single` keeps the only term that differs.

`hasDerivAt_energy` is the bond derivative for an arbitrary geometry. Its step `hsite` differentiates the square root at each atom. For the two atoms of the bond, positive hopping on that bond makes $\rho_i$ positive, which the derivative of the square root needs; for all other atoms the term is constant. `hfilter` then reduces the sum over atoms to those two, and `hpair` supplies $v'$ from the pair sum.

`siteDensity_uniform` writes $\rho_i$ in a uniform chain as the number of bonds at atom $i$ times $h(a)^2$. `sqrt_end` and `sqrt_interior` count one and two bonds and take the root. In `sqrt_end` the single bond is written `i - 1` for both ends: subtraction of natural numbers stops at zero, so atom $0$ gets bond $0$ and atom $N$ gets bond $N-1$.

`interior_stationary_iff` inserts two interior values into the general derivative and simplifies $2/\sqrt2$ to $\sqrt2$. `inward_relaxation` inserts one value of each kind. The case split on `hb` handles the left and the right end, and both give the factor $1+1/\sqrt2$, recorded in `e`. After the balance condition is substituted, `h2` states that $\sqrt2/2-1$ is negative, and `h3` multiplies it by the negative `h'`.

For `shortening_lowers_energy`, the nonzero value of `deriv` first yields differentiability, since Lean sets `deriv` to zero where no derivative exists. The difference quotients near $a$ are then positive. For $x<a$ the denominator $x-a$ is negative, so the energy difference is negative too.

The exponential theorem computes both derivatives at once in `hder`, checks the signs, and applies `inward_relaxation`.
